# Two free spinless fermions on a four-site ring with unit hopping and a phase w on one bond have energy levels ±√(4 + 2|1 − w|)

Two non-interacting spinless fermions live on a ring of four sites, where three bonds have hopping amplitude −1 and the closing bond has −w, with |w| = 1. The theorem `pair_level_mem` says that every real E with E² = 4 + 2|1 − w| is an energy level of the pair: some nonzero antisymmetric matrix ψ, not required to be normalised, satisfies Tψ + ψTᵀ = Eψ, where T is the hopping matrix. The attempt writes down such a ψ explicitly, starting from suitable amplitudes x and y on the two diagonal pairs of sites. It then checks in turn that ψ is nonzero, that it is antisymmetric, and that it solves the energy equation.

The failing Lean file:

```lean
import Mathlib

open Matrix ComplexConjugate

namespace PairLevelMem

/-- Hopping matrix of a four-site ring: three bonds have amplitude `-1`, and the bond that
closes the ring has amplitude `-w`. -/
def hopRing (w : ℂ) : Matrix (Fin 4) (Fin 4) ℂ :=
  !![0, -1, 0, -conj w; -1, 0, -1, 0; 0, -1, 0, -1; -w, 0, -1, 0]

/-- Energy levels of two noninteracting spinless fermions: the wavefunction `ψ i j` is
antisymmetric, and `T` acts on each of the two particles. -/
def pairLevels (T : Matrix (Fin 4) (Fin 4) ℂ) : Set ℝ :=
  {E | ∃ ψ : Matrix (Fin 4) (Fin 4) ℂ, ψ ≠ 0 ∧ ψᵀ = -ψ ∧ T * ψ + ψ * Tᵀ = (E : ℂ) • ψ}

/-- The antisymmetric wavefunction with amplitudes `p, q, r, u` on the neighbouring pairs
01, 12, 23, 03 and `x, y` on the diagonal pairs 02, 13. -/
def pairState (p q r u x y : ℂ) : Matrix (Fin 4) (Fin 4) ℂ :=
  !![0, p, x, u; -p, 0, q, y; -x, -q, 0, r; -u, -y, -r, 0]

/-- The two-fermion Hamiltonian turns neighbouring pairs into diagonal pairs and vice versa. -/
theorem pair_hamiltonian (w p q r u x y : ℂ) :
    hopRing w * pairState p q r u x y + pairState p q r u x y * (hopRing w)ᵀ =
      pairState (-x + conj w * y) (-x - y) (-y + w * x) (-y - x)
        (-q + conj w * r - p - u) (-u - r + w * p - q) := by
  ext i j
  simp only [Matrix.add_apply, Matrix.mul_apply, Matrix.transpose_apply, Fin.sum_univ_four]
  fin_cases i <;> fin_cases j <;> simp [hopRing, pairState] <;> ring

/-- For every complex `w`, the numbers `1 - w` and `1 - conj w` have product `|1 - w|²`. -/
theorem flux_coupling (w : ℂ) :
    (1 - w) * (1 - conj w) = ((‖1 - w‖ : ℝ) : ℂ) ^ 2 := by
  have h : (1 - w) * conj (1 - w) = ((‖1 - w‖ : ℝ) : ℂ) ^ 2 := by
    rw [Complex.mul_conj, Complex.normSq_eq_norm_sq, Complex.ofReal_pow]
  simpa only [map_sub, map_one] using h

/-- For `|w| = 1`, each real `E` with `E² = 4 + 2 |1 - w|` is a two-fermion level. -/
theorem pair_level_mem {w : ℂ} (hw : ‖w‖ = 1) {E : ℝ} (hE : E ^ 2 = 4 + 2 * ‖1 - w‖) :
    E ∈ pairLevels (hopRing w) := by
  -- amplitudes on the two diagonal pairs
  obtain ⟨x, y, hxy, h1, h2⟩ : ∃ x y : ℂ, (x ≠ 0 ∨ y ≠ 0) ∧
      (1 - conj w) * y = ((‖1 - w‖ : ℝ) : ℂ) * x ∧
      (1 - w) * x = ((‖1 - w‖ : ℝ) : ℂ) * y := by
    by_cases h : w = 1
    · subst h
      exact ⟨1, 0, Or.inl one_ne_zero, by simp, by simp⟩
    · exact ⟨1 - conj w, ((‖1 - w‖ : ℝ) : ℂ), Or.inr (Complex.ofReal_ne_zero.mpr
        (norm_ne_zero_iff.mpr (sub_ne_zero.mpr (Ne.symm h)))), mul_comm _ _,
        by linear_combination flux_coupling w⟩
  have hEc : (E : ℂ) ^ 2 = 4 + 2 * ((‖1 - w‖ : ℝ) : ℂ) := by exact_mod_cast hE
  have h0 : (E : ℂ) ≠ 0 := by
    have : E ≠ 0 := by
      rintro rfl
      linarith [norm_nonneg (1 - w)]
    exact_mod_cast this
  have nw : w * conj w = 1 := by
    rw [Complex.mul_conj, Complex.normSq_eq_norm_sq, hw]
    norm_num
  refine ⟨pairState (-x + conj w * y) (-x - y) (-y + w * x) (-y - x) (E * x) (E * y),
    ?_, ?_, ?_⟩
  · intro hz
    have zx : (E : ℂ) * x = 0 := congrFun (congrFun hz 0) 2
    have zy : (E : ℂ) * y = 0 := congrFun (congrFun hz 1) 3
    exact hxy.elim (fun h => mul_ne_zero h0 h zx) (fun h => mul_ne_zero h0 h zy)
  · ext i j
    fin_cases i <;> fin_cases j <;> simp [pairState]
  · have hX : -(-x - y) + conj w * (-y + w * x) - (-x + conj w * y) - (-y - x)
        = E * (E * x) := by linear_combination x * nw + 2 * h1 - x * hEc
    have hY : -(-y - x) - (-y + w * x) + w * (-x + conj w * y) - (-x - y)
        = E * (E * y) := by linear_combination y * nw + 2 * h2 - y * hEc
    rw [pair_hamiltonian, hX, hY]
    ext i j
    fin_cases i <;> fin_cases j <;> simp [pairState] <;> ring

end PairLevelMem
```

Compiling this gives:

```
Main.lean:66:2: error: unsolved goals
case refine_2.«2».«1»
w : ℂ
hw : ‖w‖ = 1
E : ℝ
hE : E ^ 2 = 4 + 2 * ‖1 - w‖
x y : ℂ
hxy : x ≠ 0 ∨ y ≠ 0
h1 : (1 - (starRingEnd ℂ) w) * y = ↑‖1 - w‖ * x
h2 : (1 - w) * x = ↑‖1 - w‖ * y
hEc : ↑E ^ 2 = 4 + 2 * ↑‖1 - w‖
h0 : ↑E ≠ 0
nw : w * (starRingEnd ℂ) w = 1
⊢ -x - y = -x + -y

case refine_2.«3».«0»
w : ℂ
hw : ‖w‖ = 1
E : ℝ
hE : E ^ 2 = 4 + 2 * ‖1 - w‖
x y : ℂ
hxy : x ≠ 0 ∨ y ≠ 0
h1 : (1 - (starRingEnd ℂ) w) * y = ↑‖1 - w‖ * x
h2 : (1 - w) * x = ↑‖1 - w‖ * y
hEc : ↑E ^ 2 = 4 + 2 * ↑‖1 - w‖
h0 : ↑E ≠ 0
nw : w * (starRingEnd ℂ) w = 1
⊢ -y - x = -y + -x
```

As a diff, the version that Lean accepts:

```diff
@@ -65,5 +65,5 @@
     exact hxy.elim (fun h => mul_ne_zero h0 h zx) (fun h => mul_ne_zero h0 h zy)
   · ext i j
-    fin_cases i <;> fin_cases j <;> simp [pairState]
+    fin_cases i <;> fin_cases j <;> simp [pairState] <;> ring
   · have hX : -(-x - y) + conj w * (-y + w * x) - (-x + conj w * y) - (-y - x)
         = E * (E * x) := by linear_combination x * nw + 2 * h1 - x * hEc
```

Cause. The error is in the antisymmetry check, `ψᵀ = -ψ`, which is done entry by entry. `simp [pairState]` leaves two entries open, (2,1) and (3,0), counting from zero. What remains is `-x - y = -x + -y` and `-y - x = -y + -x`. Both are true, but the two sides are written differently.

On the right, each entry starts as a double negation, such as `-(-(-x - y))`. `simp` simplifies the inner negation first, turning it into `y + x`, and then spreads the outer minus sign over that sum, which gives `-x + -y`. The left side keeps its subtraction, `-x - y`. `simp` does not bring these two forms together, so the goals stay open.

The diff adds `<;> ring` after `simp`. `ring` treats subtraction as adding a negative and proves both identities. Entries that `simp` has already closed leave no goal for `ring` to act on.
